# For isotropic momentum shells, the Compton peak bounds the kinetic energy from below

In Compton scattering from a gas of isotropic atoms, fast electrons broaden the profile and slow ones pile up at its centre. I model the electrons by a few spherical momentum shells and compute the height $J(0)$ at zero projected momentum. A low peak suggests fast electrons, but the peak is weighted towards slow electrons and the kinetic energy towards fast ones. If the number of electrons is known, does the height tell me anything definite about the energy?

## A low peak forces a minimum kinetic energy

Yes, in one direction. Let shell $j$ have radius $p_j>0$ and occupation $w_j>0$, with $N=\sum_j w_j$ electrons in total. In atomic units the kinetic energy is $T=\frac12\sum_j w_jp_j^2$. Projecting a spherical shell onto an axis gives a flat distribution, so the profile at projected momentum $q$ is

$$J(q)=\sum_{j:\,|q|\le p_j}\frac{w_j}{2p_j}.$$

Each plateau has area $w_j$ and second moment $\frac{w_j}{2p_j}\cdot\frac{2p_j^3}{3}=\frac{w_jp_j^2}{3}$. Summing gives $\int J\,dq=N$ and $\int q^2J\,dq=\frac23T$, so peak and energy belong to the same curve. Every plateau contains $q=0$, hence $J(0)=\frac12\sum_j w_j/p_j$.

Let $a=\sqrt{2T/N}$ be the root-mean-square momentum, so that $Na^2=\sum_j w_jp_j^2$. Dividing $(p_j-a)^2(p_j+2a)=p_j^3-3a^2p_j+2a^3$ by $4a^3p_j$ gives

$$\frac{(p_j-a)^2(p_j+2a)}{4a^3p_j}=\frac{p_j^2}{4a^3}-\frac{3}{4a}+\frac{1}{2p_j}.$$

Multiply by $w_j$ and sum. The right side becomes $\frac{N}{4a}-\frac{3N}{4a}+J(0)$, so

$$J(0)-\frac{N}{2a}=\sum_j w_j\frac{(p_j-a)^2(p_j+2a)}{4a^3p_j}\ge0.$$

The sum vanishes exactly when every $p_j=a$, that is, when all radii coincide. Squaring $N\le 2aJ(0)$ and inserting $a^2=2T/N$ gives

$$T\ge\frac{N^3}{8J(0)^2}.$$

For $N=1$ the peak bound reads $J(0)\ge 1/(2\sqrt{2T})$.

Take two shells with $w=(\frac12,\frac12)$ and $p=(1,7)$. Then $T=\frac{25}{2}$, $a=5$ and $J(0)=\frac27$, above the bound $\frac1{10}$. The gap formula gives $\frac{88}{500}+\frac{34}{3500}=\frac{13}{70}$, which is indeed $\frac27-\frac1{10}$. The energy bound is $\frac{49}{32}\approx1.53$, far below $12.5$: the peak limits $T$ from below but does not estimate it.

In the Lean file, the finite type `ι` labels the shells, `w` and `p` are real functions on it, and `electrons w`, `kinetic w p` and `rms w p` are $N$, $T$ and $a$. The peak is `profile w p 0`. `peak_bound` states the inequality and its equality case for general $N$, `peak_bound_normalized` does so for $N=1$, and `kinetic_bound` is the energy form. Strict positivity in `hw` matters for equality: an empty shell could have a different radius without changing either side.

The shell model is assumed, as is the reading of a measured spectrum as a projected momentum density. Continuous and anisotropic momentum distributions are not treated. For finitely many isotropic shells, the result gives a consistency check between a computed Compton peak and a computed kinetic energy.

```lean
import Mathlib

open MeasureTheory

namespace ComptonPeak

noncomputable section

variable {ι : Type*} [Fintype ι]

/-- The number of electrons: the sum of the shell occupations `w j`. -/
def electrons (w : ι → ℝ) : ℝ := ∑ j, w j

/-- The Compton profile at projected momentum `q` of isotropic momentum shells with radii
`p j > 0`: each shell gives a plateau of height `w j / (2 p j)` on `|q| ≤ p j`. -/
def profile (w p : ι → ℝ) (q : ℝ) : ℝ :=
  ∑ j, if |q| ≤ p j then w j / (2 * p j) else 0

/-- The kinetic energy of the shells in atomic units. -/
def kinetic (w p : ι → ℝ) : ℝ := 1 / 2 * ∑ j, w j * p j ^ 2

/-- The root-mean-square momentum `√(2T/N)`, for a nonzero number of electrons `N`. -/
def rms (w p : ι → ℝ) : ℝ := Real.sqrt (2 * kinetic w p / electrons w)

/-- A plateau of height `c` on `|q| ≤ P`, with `P > 0`, has finite moments of every order `n`,
given by the elementary integral of `q ^ n`. -/
theorem plateau_moment (n : ℕ) {P : ℝ} (hP : 0 < P) (c : ℝ) :
    Integrable (fun q : ℝ => q ^ n * (if |q| ≤ P then c else 0)) ∧
    ∫ q : ℝ, q ^ n * (if |q| ≤ P then c else 0) =
      c * ((P ^ (n + 1) - (-P) ^ (n + 1)) / ((n : ℝ) + 1)) := by
  have h : (fun q : ℝ => q ^ n * (if |q| ≤ P then c else 0)) =
      Set.indicator (Set.Icc (-P) P) (fun q => q ^ n * c) := by
    funext q
    by_cases hq : |q| ≤ P
    · rw [if_pos hq, Set.indicator_of_mem (Set.mem_Icc.mpr (abs_le.mp hq))]
    · have hm : q ∉ Set.Icc (-P) P := fun hm => hq (abs_le.mpr (Set.mem_Icc.mp hm))
      rw [if_neg hq, Set.indicator_of_notMem hm, mul_zero]
  rw [h]
  constructor
  · exact (integrable_indicator_iff measurableSet_Icc).mpr
      (Continuous.integrableOn_Icc (by fun_prop))
  · rw [integral_indicator measurableSet_Icc, integral_Icc_eq_integral_Ioc,
      ← intervalIntegral.integral_of_le (by linarith), intervalIntegral.integral_mul_const,
      integral_pow, mul_comm]

/-- The moments of the Compton profile of shells with positive radii are the sums of the
moments of the plateaus. -/
theorem profile_moment (w : ι → ℝ) {p : ι → ℝ} (hp : ∀ j, 0 < p j) (n : ℕ) :
    ∫ q : ℝ, q ^ n * profile w p q =
      ∑ j, w j / (2 * p j) * ((p j ^ (n + 1) - (-p j) ^ (n + 1)) / ((n : ℝ) + 1)) := by
  simp only [profile, Finset.mul_sum]
  rw [integral_finsetSum _ (fun j _ => (plateau_moment n (hp j) _).1)]
  exact Finset.sum_congr rfl fun j _ => (plateau_moment n (hp j) _).2

/-- For positive radii, the area under the Compton profile is the number of electrons. -/
theorem profile_area (w : ι → ℝ) {p : ι → ℝ} (hp : ∀ j, 0 < p j) :
    ∫ q : ℝ, profile w p q = electrons w := by
  have h : ∫ q : ℝ, profile w p q = ∫ q : ℝ, q ^ 0 * profile w p q := by
    simp only [pow_zero, one_mul]
  rw [h, profile_moment w hp, electrons]
  refine Finset.sum_congr rfl fun j _ => ?_
  have hj := hp j
  have e : (p j ^ (0 + 1) - (-p j) ^ (0 + 1)) / (((0 : ℕ) : ℝ) + 1) = 2 * p j := by
    push_cast
    ring
  rw [e, div_mul_cancel₀ _ (by positivity)]

/-- For positive radii, the second moment of the Compton profile is two thirds of the kinetic
energy. -/
theorem profile_second_moment (w : ι → ℝ) {p : ι → ℝ} (hp : ∀ j, 0 < p j) :
    ∫ q : ℝ, q ^ 2 * profile w p q = 2 / 3 * kinetic w p := by
  rw [profile_moment w hp, kinetic, Finset.mul_sum, Finset.mul_sum]
  refine Finset.sum_congr rfl fun j _ => ?_
  have hj := hp j
  have e : (p j ^ (2 + 1) - (-p j) ^ (2 + 1)) / (((2 : ℕ) : ℝ) + 1)
      = (2 * p j) * (p j ^ 2 / 3) := by
    push_cast
    ring
  rw [e, ← mul_assoc, div_mul_cancel₀ _ (by positivity)]
  ring

/-- For at least one shell, with positive occupations and radii, the electron number `N` and the
root-mean-square momentum `a` are positive, and `N a²` is the sum of `w j * p j ^ 2`. -/
theorem rms_spec [Nonempty ι] {w p : ι → ℝ} (hw : ∀ j, 0 < w j) (hp : ∀ j, 0 < p j) :
    0 < electrons w ∧ 0 < rms w p ∧
      electrons w * rms w p ^ 2 = ∑ j, w j * p j ^ 2 := by
  have hN : 0 < electrons w := Finset.sum_pos (fun j _ => hw j) Finset.univ_nonempty
  have hS : 0 < ∑ j, w j * p j ^ 2 :=
    Finset.sum_pos (fun j _ => mul_pos (hw j) (pow_pos (hp j) 2)) Finset.univ_nonempty
  have hT : 2 * kinetic w p = ∑ j, w j * p j ^ 2 := by
    rw [kinetic]
    ring
  refine ⟨hN, ?_, ?_⟩
  · rw [rms, hT]
    exact Real.sqrt_pos.mpr (div_pos hS hN)
  · rw [rms, hT, Real.sq_sqrt (div_pos hS hN).le, mul_div_cancel₀ _ hN.ne']

/-- For positive radii, the Compton peak is half the sum of the inverse radii, weighted by the
occupations. -/
theorem peak_eq (w : ι → ℝ) {p : ι → ℝ} (hp : ∀ j, 0 < p j) :
    profile w p 0 = 1 / 2 * ∑ j, w j / p j := by
  rw [profile, Finset.mul_sum]
  refine Finset.sum_congr rfl fun j _ => ?_
  have h : |(0 : ℝ)| ≤ p j := by simpa using (hp j).le
  rw [if_pos h]
  ring

/-- For at least one shell, with positive occupations and radii, the excess of the Compton peak
over `N / (2a)` is an explicit sum over the deviations of the radii from the
root-mean-square momentum `a`. -/
theorem peak_gap [Nonempty ι] {w p : ι → ℝ} (hw : ∀ j, 0 < w j) (hp : ∀ j, 0 < p j) :
    profile w p 0 - electrons w / (2 * rms w p) =
      ∑ j, w j * ((p j - rms w p) ^ 2 * (p j + 2 * rms w p)) / (4 * rms w p ^ 3 * p j) := by
  obtain ⟨-, ha, hsq⟩ := rms_spec hw hp
  generalize rms w p = a at ha hsq ⊢
  -- the cubic 2a³ - 3a²p + p³ has a double root at p = a
  have hterm : ∀ j, w j * ((p j - a) ^ 2 * (p j + 2 * a)) / (4 * a ^ 3 * p j) =
      1 / 2 * (w j / p j) - 3 / (4 * a) * w j + 1 / (4 * a ^ 3) * (w j * p j ^ 2) := by
    intro j
    have hj := (hp j).ne'
    have ha' := ha.ne'
    field_simp
    ring
  have key : 1 / (4 * a ^ 3) * (electrons w * a ^ 2) = electrons w / (4 * a) := by
    rw [div_mul_eq_mul_div, div_eq_div_iff (by positivity) (by positivity)]
    ring
  rw [Finset.sum_congr rfl fun j _ => hterm j, Finset.sum_add_distrib,
    Finset.sum_sub_distrib, ← Finset.mul_sum, ← Finset.mul_sum, ← Finset.mul_sum,
    ← hsq, key, peak_eq w hp, electrons]
  ring

/-- For at least one shell, with positive occupations and radii, the Compton peak is at least
`N / (2a)` with `a` the root-mean-square momentum, and equality holds exactly when all radii
coincide. -/
theorem peak_bound [Nonempty ι] {w p : ι → ℝ} (hw : ∀ j, 0 < w j) (hp : ∀ j, 0 < p j) :
    electrons w / (2 * rms w p) ≤ profile w p 0 ∧
    (profile w p 0 = electrons w / (2 * rms w p) ↔ ∀ i j, p i = p j) := by
  obtain ⟨hN, ha, hsq⟩ := rms_spec hw hp
  have gap := peak_gap hw hp
  have hnn : ∀ j ∈ Finset.univ, 0 ≤
      w j * ((p j - rms w p) ^ 2 * (p j + 2 * rms w p)) / (4 * rms w p ^ 3 * p j) := by
    intro j _
    have h1 := hw j
    have h2 := hp j
    positivity
  refine ⟨by linarith [Finset.sum_nonneg hnn], fun h => ?_, fun h => ?_⟩
  · -- a vanishing gap forces every radius to equal the root-mean-square momentum
    rw [h, sub_self] at gap
    have hall : ∀ j, p j = rms w p := by
      intro j
      by_contra hne
      have h1 := hw j
      have h2 := hp j
      have h3 : 0 < (p j - rms w p) ^ 2 :=
        lt_of_le_of_ne (sq_nonneg _) (pow_ne_zero 2 (sub_ne_zero.mpr hne)).symm
      have h4 := (Finset.sum_eq_zero_iff_of_nonneg hnn).mp gap.symm j (Finset.mem_univ j)
      have h5 : 0 < w j * ((p j - rms w p) ^ 2 * (p j + 2 * rms w p)) /
          (4 * rms w p ^ 3 * p j) := by positivity
      exact h5.ne' h4
    intro i j
    rw [hall i, hall j]
  · -- equal radii are all equal to the root-mean-square momentum
    have hall : ∀ i, p i = rms w p := by
      intro i
      have hs : ∑ j, w j * p j ^ 2 = electrons w * p i ^ 2 := by
        rw [electrons, Finset.sum_mul]
        exact Finset.sum_congr rfl fun j _ => by rw [h j i]
      have h2 : rms w p ^ 2 = p i ^ 2 := mul_left_cancel₀ hN.ne' (hsq.trans hs)
      nlinarith [hp i]
    have hz := Finset.sum_eq_zero (s := Finset.univ) (f := fun j =>
      w j * ((p j - rms w p) ^ 2 * (p j + 2 * rms w p)) / (4 * rms w p ^ 3 * p j))
      (fun j _ => by simp [hall j])
    linarith

/-- For positive occupations that sum to one and positive radii, the Compton peak is at least
`1 / (2 √(2T))`, with equality exactly when all radii coincide. -/
theorem peak_bound_normalized {w p : ι → ℝ} (hw : ∀ j, 0 < w j) (hp : ∀ j, 0 < p j)
    (h1 : electrons w = 1) :
    1 / (2 * Real.sqrt (2 * kinetic w p)) ≤ profile w p 0 ∧
    (profile w p 0 = 1 / (2 * Real.sqrt (2 * kinetic w p)) ↔ ∀ i j, p i = p j) := by
  have hne : Nonempty ι := by
    by_contra hc
    have := not_nonempty_iff.mp hc
    simp [electrons] at h1
  have h := peak_bound hw hp
  simp only [rms, h1, div_one] at h
  exact h

/-- For at least one shell, with positive occupations and radii, the Compton peak `J(0)` bounds
the kinetic energy of `N` electrons from below by `N³ / (8 J(0)²)`. -/
theorem kinetic_bound [Nonempty ι] {w p : ι → ℝ} (hw : ∀ j, 0 < w j) (hp : ∀ j, 0 < p j) :
    electrons w ^ 3 / (8 * profile w p 0 ^ 2) ≤ kinetic w p := by
  obtain ⟨hN, ha, hsq⟩ := rms_spec hw hp
  have hb := (peak_bound hw hp).1
  have hJ : 0 < profile w p 0 := lt_of_lt_of_le (by positivity) hb
  rw [div_le_iff₀ (by positivity)] at hb
  have h2 : electrons w ^ 2 ≤ (profile w p 0 * (2 * rms w p)) ^ 2 :=
    pow_le_pow_left₀ hN.le hb 2
  have h3 := mul_le_mul_of_nonneg_left h2 hN.le
  rw [div_le_iff₀ (by positivity), kinetic, ← hsq]
  linarith

end

end ComptonPeak
```

```lean
#print axioms ComptonPeak.profile_area
#print axioms ComptonPeak.profile_second_moment
#print axioms ComptonPeak.peak_bound_normalized
#print axioms ComptonPeak.kinetic_bound
```

```
'ComptonPeak.profile_area' depends on axioms: [propext, Classical.choice, Quot.sound]
'ComptonPeak.profile_second_moment' depends on axioms: [propext, Classical.choice, Quot.sound]
'ComptonPeak.peak_bound_normalized' depends on axioms: [propext, Classical.choice, Quot.sound]
'ComptonPeak.kinetic_bound' depends on axioms: [propext, Classical.choice, Quot.sound]
```

`plateau_moment` rewrites a plateau as an indicator function on $[-P,P]$ and integrates the power. It also supplies the integrability that lets `profile_moment` exchange integral and sum; orders 0 and 2 give `profile_area` and `profile_second_moment`. `rms_spec` provides $N>0$, $a>0$ and $Na^2=\sum_j w_jp_j^2$, while `peak_eq` evaluates the peak.

In `peak_gap`, `hterm` is the divided cubic for one shell, proved by `field_simp` and `ring`, and `key` simplifies the quadratic sum to $N/(4a)$. `peak_bound` shows that each term is nonnegative. If the gap is zero, every term is zero, and a radius different from $a$ would make its term positive. Conversely, equal radii all equal $a$, so every term vanishes. `kinetic_bound` squares the inequality and multiplies by $N$.

The same argument works with the mean momentum $b=\frac1N\sum_j w_jp_j$, a variant that the file leaves out:

$$J(0)-\frac{N}{2b}=\sum_j w_j\frac{(p_j-b)^2}{2b^2p_j}\ge0.$$

Since $b\le a$, this bound on the peak is at least as strong, but it requires the mean momentum instead of the kinetic energy.
